# Simultaneous steps split one tunnelling quartet in a nine-site model of two methyl rotors

Take two coupled methyl rotors with three orientations each, and let simultaneous steps occur in only one relative sense of rotation. Diagonalise this nine-site tunnelling Hamiltonian numerically, with equal nonzero amplitudes for single and simultaneous steps, and six of the nine states appear at one energy. This sixfold level does not survive a small change in the ratio of the amplitudes, which breaks it into four states and two. The problems below find the levels and their multiplicities for all real amplitudes, so that degeneracies present for all amplitudes can be told from those that need special values.

## Two rotors on a torus of nine sites

Each rotor has three equivalent orientations, numbered by residues modulo 3. A joint orientation is a pair $x=(x_1,x_2)$ in $\mathbb Z_3\times\mathbb Z_3$, and a state is a complex function $\psi$ on these nine sites.

```lean
import Mathlib

open Polynomial ComplexConjugate

namespace CoupledMethylTunnelling

noncomputable section

/-- The nine joint orientations of two three-fold rotors. -/
abbrev Site := ZMod 3 × ZMod 3
```

The Hamiltonian $H$ has amplitude $-t$ for a step of one rotor by $\pm1$ and $-s$ for a simultaneous step by $\pm(1,1)$:

$$
\begin{aligned}
(H\psi)(x)={}&-t\,[\psi(x+(1,0))+\psi(x+(-1,0))+\psi(x+(0,1))+\psi(x+(0,-1))]\\
&-s\,[\psi(x+(1,1))+\psi(x+(-1,-1))].
\end{aligned}
$$

The real numbers $t$ and $s$ are postulated. They stand for tunnelling matrix elements that the torsional potential and the moments of inertia would determine, and either sign is allowed. The two rotors are taken to be equivalent, so both have the same $t$; with different amplitudes for the two rotors, the waves $(a,0)$ and $(0,a)$ would differ in energy. The common energy of the localised orientations is set to zero. The model keeps one state per orientation, and omits excited torsional states, nuclear spin and simultaneous steps by $\pm(1,-1)$. The step $(1,1)$ describes geared motion if the two rotors are numbered in opposite senses of rotation.

In Lean, `hamiltonian t s` is a complex-linear map given by this rule, and the two fields after `toFun` prove its linearity.

```lean
/-- The tunnelling Hamiltonian: amplitude `-t` for a step of one rotor, and `-s` for
a simultaneous step of both rotors by `(1, 1)` or `(-1, -1)`. -/
def hamiltonian (t s : ℝ) : (Site → ℂ) →ₗ[ℂ] (Site → ℂ) where
  toFun ψ := fun x =>
    -(t : ℂ) * (ψ (x + (1, 0)) + ψ (x + (-1, 0)) + ψ (x + (0, 1)) + ψ (x + (0, -1)))
      - (s : ℂ) * (ψ (x + (1, 1)) + ψ (x + (-1, -1)))
  map_add' ψ φ := by
    funext x
    simp only [Pi.add_apply]
    ring
  map_smul' c ψ := by
    funext x
    simp only [Pi.smul_apply, smul_eq_mul, RingHom.id_apply]
    ring
```

Let $\omega=e^{2\pi i/3}$. The phase $\omega^a$ depends only on the residue $a$, and `phase` is the corresponding additive character: it turns sums of residues into products of phases. For wave numbers $k=(k_1,k_2)$, also residues, the plane wave is $\chi_k(x)=\omega^{k_1x_1+k_2x_2}$. It is left unnormalised.

```lean
/-- The phase factor `exp(2πia/3)` attached to a residue `a` modulo 3. -/
abbrev phase : AddChar (ZMod 3) ℂ := ZMod.stdAddChar

/-- The plane wave with wave numbers `k` for the two rotors. -/
def wave (k x : Site) : ℂ := phase (k.1 * x.1 + k.2 * x.2)
```

## (a) A phase and its inverse

**Problem.** Let $\sigma(0)=2$ and $\sigma(a)=-1$ for the other two residues. Show that

$$\omega^a+\omega^{-a}=\sigma(a).$$

**Solution.** For $a=0$ the sum is $1+1=2$. For $a\neq0$ put $z=\omega^a$. Then $z\neq1$ and $z^3=1$, so $(z-1)(1+z+z^2)=z^3-1=0$ gives $1+z+z^2=0$. Since $z^2=z^{-1}$, it follows that $z+z^{-1}=-1$.

The function $\sigma$ is `phaseSum`. The definition after it, `energy`, is used from part (b) on.

```lean
/-- The number 2 for the residue 0, and -1 for the other two residues modulo 3. -/
def phaseSum (a : ZMod 3) : ℝ := if a = 0 then 2 else -1

/-- The tunnelling energy assigned to the wave numbers `k`. -/
def energy (t s : ℝ) (k : Site) : ℝ :=
  -t * (phaseSum k.1 + phaseSum k.2) - s * phaseSum (k.1 + k.2)

/-- The phase factors of a forward and a backward step add up to `phaseSum`. -/
theorem phase_add_phase_neg (a : ZMod 3) : phase a + phase (-a) = (phaseSum a : ℂ) := by
  by_cases ha : a = 0
  · subst ha
    norm_num [phaseSum]
  · -- the three cube roots of unity sum to zero
    have h : ∑ x : ZMod 3, phase (x * a) = 0 :=
      (AddChar.sum_mulShift a (ZMod.isPrimitive_stdAddChar 3)).trans (by simp [ha])
    have e : ∑ x : ZMod 3, phase (x * a) = phase (0 * a) + phase (1 * a) + phase (2 * a) :=
      Fin.sum_univ_three (fun x : ZMod 3 => phase (x * a))
    have two : 2 * a = -a := (by decide : ∀ a : ZMod 3, 2 * a = -a) a
    rw [two, zero_mul, one_mul, AddChar.map_zero_eq_one, h] at e
    have hp : (phaseSum a : ℂ) = -1 := by simp [phaseSum, ha]
    rw [hp]
    linear_combination -e
```

The proof makes the same case distinction. For $a\neq0$, `AddChar.sum_mulShift` supplies the vanishing sum of the three phases, `e` writes its terms out, and `two` replaces $2a$ by $-a$.

## (b) Plane waves as eigenfunctions

**Problem.** Show that every plane wave satisfies

$$H\chi_k=E_{t,s}(k)\,\chi_k,\qquad E_{t,s}(k)=-t\,[\sigma(k_1)+\sigma(k_2)]-s\,\sigma(k_1+k_2).$$

**Solution.** A translation by $d=(d_1,d_2)$ multiplies the wave by a phase:

$$\chi_k(x+d)=\omega^{k_1d_1+k_2d_2}\chi_k(x).$$

Inserting the six steps gives

$$
\begin{aligned}
(H\chi_k)(x)=\{&-t[\omega^{k_1}+\omega^{-k_1}+\omega^{k_2}+\omega^{-k_2}]\\
&-s[\omega^{k_1+k_2}+\omega^{-(k_1+k_2)}]\}\,\chi_k(x).
\end{aligned}
$$

Part (a), applied to $k_1$, $k_2$ and $k_1+k_2$, turns the braces into $E_{t,s}(k)$.

```lean
/-- Every plane wave is an eigenfunction of the tunnelling Hamiltonian, with eigenvalue
`energy t s k`. -/
theorem hamiltonian_wave (t s : ℝ) (k : Site) :
    hamiltonian t s (wave k) = (energy t s k : ℂ) • wave k := by
  funext x
  -- a translation multiplies the wave by a phase
  have shift : ∀ d : Site, wave k (x + d) = phase (k.1 * d.1 + k.2 * d.2) * wave k x := by
    intro d
    rw [wave, wave, ← AddChar.map_add_eq_mul]
    congr 1
    simp only [Prod.fst_add, Prod.snd_add]
    ring
  have hneg : k.1 * -1 + k.2 * -1 = -(k.1 + k.2) := by ring
  change -(t : ℂ) * (wave k (x + (1, 0)) + wave k (x + (-1, 0)) + wave k (x + (0, 1))
      + wave k (x + (0, -1))) - (s : ℂ) * (wave k (x + (1, 1)) + wave k (x + (-1, -1)))
      = (energy t s k : ℂ) * wave k x
  simp only [shift, hneg]
  simp only [mul_one, mul_zero, add_zero, zero_add, mul_neg]
  have h1 := phase_add_phase_neg k.1
  have h2 := phase_add_phase_neg k.2
  have h3 := phase_add_phase_neg (k.1 + k.2)
  simp only [energy]
  push_cast
  linear_combination (-(t : ℂ) * wave k x) * h1 + (-(t : ℂ) * wave k x) * h2
    + (-(s : ℂ) * wave k x) * h3
```

Here `shift` is the translation rule, and `h1`, `h2` and `h3` are the three uses of part (a). The final `linear_combination` adds them with the weights $-t\chi_k(x)$, $-t\chi_k(x)$ and $-s\chi_k(x)$.

## (c) Overlaps of plane waves

**Problem.** Show that

$$\sum_x\overline{\chi_k(x)}\,\chi_l(x)=\begin{cases}9,&k=l,\\0,&k\neq l.\end{cases}$$

**Solution.** Complex conjugation inverts a phase, so the sum factorises into one sum for each rotor:

$$\Big(\sum_{x_1}\omega^{x_1(l_1-k_1)}\Big)\Big(\sum_{x_2}\omega^{x_2(l_2-k_2)}\Big).$$

A factor is $3$ if its wave-number difference is zero. Otherwise it is the sum of the three cube roots of unity, which is $0$. The product is therefore $9$ when both components agree and $0$ in all other cases. The normalised waves are $\chi_k/3$.

```lean
/-- Different plane waves are orthogonal, and each has squared norm 9. -/
theorem wave_orthogonal (k l : Site) :
    ∑ x, conj (wave k x) * wave l x = if k = l then 9 else 0 := by
  have hx : ∀ x : Site, conj (wave k x) * wave l x
      = phase (x.1 * (l.1 - k.1)) * phase (x.2 * (l.2 - k.2)) := by
    intro x
    rw [wave, wave, ← AddChar.map_neg_eq_conj, ← AddChar.map_add_eq_mul,
      ← AddChar.map_add_eq_mul]
    congr 1
    ring
  have hs : ∀ q : ZMod 3, ∑ x : ZMod 3, phase (x * q) = if q = 0 then 3 else 0 := fun q =>
    (AddChar.sum_mulShift q (ZMod.isPrimitive_stdAddChar 3)).trans (by simp [ZMod.card])
  -- the double sum factorises into one sum for each rotor
  simp only [hx, Fintype.sum_prod_type, ← Finset.mul_sum, ← Finset.sum_mul, hs]
  simp only [sub_eq_zero, Prod.ext_iff, eq_comm (a := l.1), eq_comm (a := l.2)]
  by_cases h1 : k.1 = l.1 <;> by_cases h2 : k.2 = l.2 <;> norm_num [h1, h2]
```

The step `hx` rewrites each term as a product of two phases, and `hs` evaluates the sum for one rotor. The last line goes through the cases in which the components agree or differ.

## (d) Independence of the nine waves

**Problem.** Show that, for complex coefficients $g_l$,

$$\sum_l g_l\chi_l=0\quad\Longrightarrow\quad g_k=0\ \text{ for every }k.$$

**Solution.** Multiply the vanishing combination by $\overline{\chi_k(x)}$ and sum over $x$. By part (c) only the term $l=k$ survives, which leaves $9g_k=0$, and so $g_k=0$.

```lean
/-- The nine plane waves are linearly independent. -/
theorem wave_linearIndependent : LinearIndependent ℂ wave := by
  rw [Fintype.linearIndependent_iff]
  intro g hg k
  -- project the vanishing combination on the wave `k`
  have h : ∑ x, conj (wave k x) * (∑ l, g l • wave l) x = 0 := by
    rw [hg]
    simp
  simp only [Finset.sum_apply, Pi.smul_apply, smul_eq_mul, Finset.mul_sum] at h
  rw [Finset.sum_comm] at h
  have h2 : ∀ l, ∑ x, conj (wave k x) * (g l * wave l x) = g l * (if k = l then 9 else 0) := by
    intro l
    rw [← wave_orthogonal k l, Finset.mul_sum]
    exact Finset.sum_congr rfl fun x _ => by ring
  simp only [h2] at h
  simpa using h
```

In the proof, `h` is the projected equation. `Finset.sum_comm` exchanges the sums over $x$ and $l$, and `h2` inserts the overlaps.

## (e) Energies by class of wave number

**Problem.** Show that, for every $a\neq0$,

$$
\begin{aligned}
E_{t,s}(0,0)&=-4t-2s,\\
E_{t,s}(a,0)=E_{t,s}(0,a)&=-t+s,\\
E_{t,s}(a,a)&=2t+s,\\
E_{t,s}(a,-a)&=2t-2s.
\end{aligned}
$$

**Solution.** For $(0,0)$ all three values of $\sigma$ are $2$, so the energy is $-t(2+2)-2s$. For $(a,0)$ and $(0,a)$ one rotor contributes $2$ and the other $-1$, while the sum of the wave numbers is $a\neq0$. This gives $-t(2-1)-s(-1)=-t+s$.

For $(a,a)$ and $(a,-a)$ both rotors contribute $-1$, so the first term is $2t$. The two classes differ in the sum of the wave numbers. It is $2a\neq0$ for $(a,a)$, which adds $+s$, and $0$ for $(a,-a)$, which adds $-2s$.

```lean
/-- The energies for wave numbers `(0, 0)`, and for `(a, 0)`, `(0, a)`, `(a, a)` and
`(a, -a)` with `a` nonzero. -/
theorem energy_values (t s : ℝ) :
    energy t s (0, 0) = -4 * t - 2 * s ∧
    ∀ a : ZMod 3, a ≠ 0 → energy t s (a, 0) = -t + s ∧ energy t s (0, a) = -t + s ∧
      energy t s (a, a) = 2 * t + s ∧ energy t s (a, -a) = 2 * t - 2 * s := by
  refine ⟨?_, fun a ha => ?_⟩
  · simp only [energy, phaseSum, add_zero, if_true]
    ring
  · have h2 : a + a ≠ 0 := (by decide : ∀ a : ZMod 3, a ≠ 0 → a + a ≠ 0) a ha
    have hn : -a ≠ 0 := neg_ne_zero.mpr ha
    refine ⟨?_, ?_, ?_, ?_⟩ <;>
      simp only [energy, phaseSum, add_zero, zero_add, add_neg_cancel, if_true, if_neg ha,
        if_neg h2, if_neg hn] <;> ring
```

The facts `h2` and `hn` state that $2a$ and $-a$ are nonzero. They decide which branch of `phaseSum` applies.

## (f) Levels with multiplicities

**Problem.** Show that the characteristic polynomial of $H$ is

$$(X-(-4t-2s))\,(X-(-t+s))^4\,(X-(2t-2s))^2\,(X-(2t+s))^2.$$

**Solution.** The nine plane waves are independent in a space of dimension nine, so they form a basis. By part (b), $H$ is diagonal in it with entries $E_{t,s}(k)$, and its characteristic polynomial is $\prod_k(X-E_{t,s}(k))$. The residue $a$ has two nonzero values, so the classes $(a,0)$, $(0,a)$, $(a,a)$ and $(a,-a)$ hold two waves each. Together with $(0,0)$ they make up all nine. The first two classes share the energy $-t+s$, which accounts for the fourth power.

```lean
/-- The tunnelling spectrum with multiplicities: `-4t-2s` once, `-t+s` four times, `2t-2s` twice and
`2t+s` twice, as roots of the characteristic polynomial. Where some of these values coincide, their
multiplicities add. -/
theorem hamiltonian_charpoly (t s : ℝ) :
    (hamiltonian t s).charpoly =
      (X - C ((-4 * t - 2 * s : ℝ) : ℂ)) * (X - C ((-t + s : ℝ) : ℂ)) ^ 4
        * (X - C ((2 * t - 2 * s : ℝ) : ℂ)) ^ 2 * (X - C ((2 * t + s : ℝ) : ℂ)) ^ 2 := by
  let b := basisOfLinearIndependentOfCardEqFinrank wave_linearIndependent
    (Module.finrank_fintype_fun_eq_card ℂ).symm
  have hb : ∀ k, b k = wave k := fun k => by simp [b]
  -- in the plane-wave basis the Hamiltonian is diagonal
  have hD : LinearMap.toMatrix b b (hamiltonian t s)
      = Matrix.diagonal (fun k => (energy t s k : ℂ)) := by
    ext i j
    rw [LinearMap.toMatrix_apply, hb, hamiltonian_wave, ← hb, map_smul, Module.Basis.repr_self]
    rcases eq_or_ne i j with rfl | h
    · simp
    · simp [Matrix.diagonal_apply_ne _ h, h.symm]
  have hc : (Matrix.diagonal (fun k : Site => (energy t s k : ℂ))).charmatrix
      = Matrix.diagonal (fun k => X - C (energy t s k : ℂ)) := by
    ext1 i j
    rcases eq_or_ne i j with rfl | h
    · simp
    · simp [Matrix.charmatrix_apply, Matrix.diagonal_apply_ne _ h]
  have p3 : ∀ f : ZMod 3 → ℂ[X], ∏ x, f x = f 0 * f 1 * f 2 := fun f => Fin.prod_univ_three f
  obtain ⟨e0, e⟩ := energy_values t s
  obtain ⟨e10, e01, e11, e12⟩ := e 1 (by decide)
  obtain ⟨e20, e02, e22, e21⟩ := e 2 (by decide)
  rw [show (-1 : ZMod 3) = 2 by decide] at e12
  rw [show (-2 : ZMod 3) = 1 by decide] at e21
  rw [← LinearMap.charpoly_toMatrix _ b, hD, Matrix.charpoly, hc, Matrix.det_diagonal,
    Fintype.prod_prod_type]
  simp only [p3, e0, e10, e01, e11, e12, e20, e02, e22, e21]
  ring
```

The statement is an identity of polynomials with complex coefficients, valid for all real $t$ and $s$. It remains correct when levels meet: at $t=s\neq0$ the second and third factors combine to $X^6$, the sixfold level of the opening.

The Mathlib theorem `LinearMap.charpoly_toMatrix` deserves a closer look. Mathlib defines the characteristic polynomial of a linear map through a matrix in some chosen basis, about which nothing useful is known. The theorem says that the matrix in any other basis gives the same polynomial. Used from right to left with the plane-wave basis `b`, it replaces the polynomial of `hamiltonian t s` by that of a diagonal matrix. No determinant in the site basis has to be expanded and no unitary matrix written down. The basis need not be normalised either, so part (d) is enough to build `b`.

The remaining steps follow the solution. `hD` shows that the matrix is diagonal, `Matrix.det_diagonal` turns the determinant into a product, and `p3` writes out the product over each wave number. The energies come from part (e) with $a=1$ and $a=2$, and `ring` collects equal factors.

## (g) The spectrum without simultaneous steps

**Problem.** Show that for $s=0$ the characteristic polynomial becomes

$$(X+4t)\,(X+t)^4\,(X-2t)^4.$$

**Solution.** Set $s=0$ in part (f). The last two factors are now both $(X-2t)^2$, and they merge into a fourth power. For $t\neq0$ there is a single level and two separate quartets; for $t=0$ all nine states lie at zero.

```lean
/-- Without simultaneous steps the characteristic polynomial has the roots `-4t` once, `-t` four
times and `2t` four times. For `t = 0` they coincide and the multiplicities add. -/
theorem charpoly_without_gearing (t : ℝ) :
    (hamiltonian t 0).charpoly =
      (X - C ((-4 * t : ℝ) : ℂ)) * (X - C ((-t : ℝ) : ℂ)) ^ 4
        * (X - C ((2 * t : ℝ) : ℂ)) ^ 4 := by
  rw [hamiltonian_charpoly]
  simp only [mul_zero, sub_zero, add_zero]
  ring
```

## (h) The splitting of the upper quartet

**Problem.** Show that, for every $a\neq0$,

$$E_{t,0}(a,a)=E_{t,0}(a,-a)=2t,\qquad E_{t,s}(a,a)-E_{t,s}(a,-a)=3s.$$

**Solution.** The first two equations are part (e) at $s=0$. The difference is $(2t+s)-(2t-2s)=3s$.

```lean
/-- For nonzero `a`, the waves `(a, a)` and `(a, -a)` both have energy `2t` without
simultaneous steps, and simultaneous steps separate them by `3s`. -/
theorem quartet_splitting (t s : ℝ) (a : ZMod 3) (ha : a ≠ 0) :
    energy t 0 (a, a) = 2 * t ∧ energy t 0 (a, -a) = 2 * t ∧
      energy t s (a, a) - energy t s (a, -a) = 3 * s := by
  obtain ⟨-, -, h1, h2⟩ := (energy_values t 0).2 a ha
  obtain ⟨-, -, h3, h4⟩ := (energy_values t s).2 a ha
  refine ⟨?_, ?_, ?_⟩ <;> linarith

end

end CoupledMethylTunnelling
```

The proof takes the energies from part (e) twice, once with $s=0$ and once with general $s$, and `linarith` does the subtraction.

The quartet at $2t$, which is the upper one for $t>0$, thus becomes two pairs with a gap of $3|s|$, while the quartet at $-t$ moves as a whole to $-t+s$. For tunnelling spectra this means that, in a model with only these two amplitudes and one state per orientation, the gap between the pairs determines $|s|$ independently of $t$, but not the sign of $s$.

```lean
#print axioms CoupledMethylTunnelling.charpoly_without_gearing
-- 'CoupledMethylTunnelling.charpoly_without_gearing' depends on axioms: [propext, Classical.choice, Quot.sound]
#print axioms CoupledMethylTunnelling.quartet_splitting
-- 'CoupledMethylTunnelling.quartet_splitting' depends on axioms: [propext, Classical.choice, Quot.sound]
```
